# Six-direction spin averages recover the exchange tensor and biquadratic coupling of each bond in a classical pair model

To extract the exchange couplings of a magnet from its total energies, I let each classical spin point only along $\pm e_x$, $\pm e_y$ or $\pm e_z$, so that an average over configurations is a finite sum and not an integral over spheres. My energy has a constant, a $3\times3$ exchange tensor $M_{ij}$ for each pair of sites, and a biquadratic term $K_{ij}(s_i\cdot s_j)^2$. I am told that averaging $(s_k\cdot s_l)E$ gives $\operatorname{tr}(M_{kl})/9$. But every energy contains all the bonds at once, and the biquadratic terms do not average to zero. Why does nothing leak in from them? And are six directions enough to see the off-diagonal exchange, the Dzyaloshinskii–Moriya vector and $K_{kl}$ itself?

## Each weight keeps a single bond

Six directions are enough for all of these. Write the energy of $N$ unit spins as

$$E = E_0+\sum_{i<j}\left[s_i^T M_{ij}s_j+K_{ij}(s_i\cdot s_j)^2\right],$$

and let $\langle\cdot\rangle$ be the uniform average over all $6^N$ configurations. Fix $k<l$, and number the Cartesian components $0,1,2$ for $x,y,z$.

Take a weight $w(s_k,s_l)$ that sums to zero over the six directions of $s_k$ for every fixed $s_l$, and over those of $s_l$ for every fixed $s_k$. In $\langle wE\rangle$, the $E_0$ term vanishes when $s_k$ is summed. A bond $(i,j)\neq(k,l)$ with $i<j$ misses site $k$ or site $l$. Summing over the missed spin leaves the bond energy constant and makes the weight zero. Only one bond remains, and its two spins run over 36 equally likely pairs:

$$\langle wE\rangle=\frac1{36}\sum_{u,v}w(u,v)\left[u^TM_{kl}v+K_{kl}(u\cdot v)^2\right].$$

**Exchange tensor.** Choose $w=u^a v^b$. A single spin has mean zero, so this weight is allowed. It also has $\langle u^a u^c\rangle=\delta_{ac}/3$, because two of the six directions lie on each axis. The bilinear part is therefore

$$\sum_{c,d}M_{kl}^{cd}\,\frac{\delta_{ac}}3\,\frac{\delta_{bd}}3=\frac{M_{kl}^{ab}}9.$$

The biquadratic part is odd under $u\to-u$ and vanishes. Hence $\langle s_k^a s_l^b E\rangle=M_{kl}^{ab}/9$, and summing over $a=b$ gives $\langle(s_k\cdot s_l)E\rangle=\operatorname{tr}(M_{kl})/9$.

**Dzyaloshinskii–Moriya vector.** Define $D_{kl}$ by $D_{kl}\cdot(u\times v)=u^T(M_{kl}-M_{kl}^T)v/2$ for all $u,v$. Expanding the right side gives

$$\sum_{a<b}\frac{M_{kl}^{ab}-M_{kl}^{ba}}2\,(u^av^b-u^bv^a),$$

so $D_{kl}^0=(M_{kl}^{12}-M_{kl}^{21})/2$, and the other components follow cyclically. Since $(s_k\times s_l)^0=s_k^1s_l^2-s_k^2s_l^1$, its average with $E$ is $(M_{kl}^{12}-M_{kl}^{21})/9=2D_{kl}^0/9$. The cyclic cases give $\langle(s_k\times s_l)E\rangle=2D_{kl}/9$.

**Biquadratic coupling.** Let $q=(u\cdot v)^2$. It is 1 when the spins share an axis and 0 otherwise, so its mean over either spin is $1/3$, and $w=q-1/3$ is allowed. The bilinear energy is odd under $u\to-u$ while $w$ is even, so it drops out. Since $q^2=q$, what remains is

$$K_{kl}\left\langle\left(q-\tfrac13\right)q\right\rangle=K_{kl}\left(\tfrac13-\tfrac19\right)=\frac{2K_{kl}}9.$$

Here is the same argument in Lean 4 with Mathlib.

```lean
import Mathlib

open Matrix Finset

namespace SixDirectionSampling

noncomputable section

/-- One of the six directions: a Cartesian axis and a sign (`true` for plus). -/
abbrev Direction := Fin 3 × Bool

/-- A configuration assigns one of the six directions to each of `N` sites. -/
abbrev Config (N : ℕ) := Fin N → Direction

/-- The unit vector `±e_x`, `±e_y` or `±e_z` belonging to a direction. -/
def spin (d : Direction) : Fin 3 → ℝ :=
  fun a => if a = d.1 then (if d.2 then 1 else -1) else 0

/-- Energy of one bond: bilinear exchange `uᵀ M v` plus biquadratic exchange `K (u·v)²`. -/
def pairEnergy (M : Matrix (Fin 3) (Fin 3) ℝ) (K : ℝ) (u v : Fin 3 → ℝ) : ℝ :=
  u ⬝ᵥ (M *ᵥ v) + K * (u ⬝ᵥ v) ^ 2

/-- Total energy: a constant plus the bond energies of all pairs `i < j`. -/
def energy {N : ℕ} (E0 : ℝ) (M : Fin N → Fin N → Matrix (Fin 3) (Fin 3) ℝ)
    (K : Fin N → Fin N → ℝ) (σ : Config N) : ℝ :=
  E0 + ∑ p ∈ univ.filter (fun p : Fin N × Fin N => p.1 < p.2),
    pairEnergy (M p.1 p.2) (K p.1 p.2) (spin (σ p.1)) (spin (σ p.2))

/-- Uniform average over all `6^N` configurations. -/
def average {N : ℕ} (f : Config N → ℝ) : ℝ := (∑ σ, f σ) / 6 ^ N

/-- The Dzyaloshinskii–Moriya vector of an exchange tensor. -/
def dmVector (M : Matrix (Fin 3) (Fin 3) ℝ) : Fin 3 → ℝ :=
  ![(M 1 2 - M 2 1) / 2, (M 2 0 - M 0 2) / 2, (M 0 1 - M 1 0) / 2]

/-- The Dzyaloshinskii–Moriya vector is the only vector `D` for which `D·(u × v)` is the
antisymmetric part of the exchange energy for all `u` and `v`. -/
theorem eq_dmVector_iff (M : Matrix (Fin 3) (Fin 3) ℝ) (D : Fin 3 → ℝ) :
    (∀ u v : Fin 3 → ℝ, D ⬝ᵥ (u ⨯₃ v) = u ⬝ᵥ ((M - Mᵀ) *ᵥ v) / 2) ↔ D = dmVector M := by
  constructor
  · intro h
    -- test the relation on pairs of Cartesian unit vectors
    have h0 := h ![0, 1, 0] ![0, 0, 1]
    have h1 := h ![0, 0, 1] ![1, 0, 0]
    have h2 := h ![1, 0, 0] ![0, 1, 0]
    simp [cross_apply, dotProduct, mulVec, Fin.sum_univ_three] at h0 h1 h2
    ext a
    fin_cases a <;> simp [dmVector] <;> linarith
  · rintro rfl u v
    simp [dmVector, cross_apply, dotProduct, mulVec, Fin.sum_univ_three]
    ring

/-- Redrawing the spin at one site over its six directions multiplies the sum over
configurations by six. -/
theorem sum_resample {N : ℕ} (k : Fin N) (f : Config N → ℝ) :
    ∑ σ, ∑ d, f (Function.update σ k d) = 6 * ∑ σ, f σ := by
  -- exchanging the old and the new direction is an involution
  have h : Function.Involutive
      (fun p : Config N × Direction => (Function.update p.1 k p.2, p.1 k)) := by
    rintro ⟨σ, d⟩
    simp
  have hc : Fintype.card Direction = 6 := by rfl
  calc ∑ σ, ∑ d, f (Function.update σ k d)
      = ∑ p : Config N × Direction, f (Function.update p.1 k p.2) :=
        (Fintype.sum_prod_type
          (fun p : Config N × Direction => f (Function.update p.1 k p.2))).symm
    _ = ∑ p : Config N × Direction, f p.1 :=
        Equiv.sum_comp h.toPerm (fun p : Config N × Direction => f p.1)
    _ = 6 * ∑ σ, f σ := by
        rw [Fintype.sum_prod_type, Finset.mul_sum]
        refine Finset.sum_congr rfl fun σ _ => ?_
        change ∑ _y : Direction, f σ = 6 * f σ
        rw [Finset.sum_const, Finset.card_univ, hc, nsmul_eq_mul]
        norm_num

/-- A quantity that sums to zero over the six directions of one spin, whatever the other
spins are, sums to zero over all configurations. -/
theorem sum_eq_zero_of_resample {N : ℕ} (k : Fin N) (f : Config N → ℝ)
    (h : ∀ σ, ∑ d, f (Function.update σ k d) = 0) : ∑ σ, f σ = 0 := by
  have h6 := sum_resample k f
  simp only [h, Finset.sum_const_zero] at h6
  linarith

/-- A function of the spins at two different sites averages to its mean over the 36 pairs
of directions. -/
theorem average_pair {N : ℕ} {k l : Fin N} (hkl : k ≠ l) (g : Direction → Direction → ℝ) :
    average (fun σ : Config N => g (σ k) (σ l)) = (∑ d, ∑ e, g d e) / 36 := by
  have h1 := sum_resample k (fun σ : Config N => g (σ k) (σ l))
  have h2 := sum_resample l (fun σ : Config N => ∑ d, g d (σ l))
  simp only [Function.update_self, Function.update_of_ne hkl.symm] at h1 h2
  have hc : Fintype.card (Config N) = 6 ^ N := by simp
  rw [Finset.sum_const, Finset.card_univ, hc, nsmul_eq_mul, h1, Finset.sum_comm] at h2
  push_cast at h2
  rw [average, div_eq_div_iff (by positivity) (by norm_num)]
  linarith

/-- Let a weight on the spins at sites `k < l` sum to zero over the six directions of either spin,
whatever the other one is. Then in the average of the weight times the energy only the bond `(k, l)`
survives, and the average is a mean over the 36 pairs of directions. -/
theorem average_weight_mul_energy {N : ℕ} (E0 : ℝ)
    (M : Fin N → Fin N → Matrix (Fin 3) (Fin 3) ℝ) (K : Fin N → Fin N → ℝ)
    {k l : Fin N} (hkl : k < l) (w : Direction → Direction → ℝ)
    (hw1 : ∀ e, ∑ d, w d e = 0) (hw2 : ∀ d, ∑ e, w d e = 0) :
    average (fun σ => w (σ k) (σ l) * energy E0 M K σ) =
      (∑ d, ∑ e, w d e * pairEnergy (M k l) (K k l) (spin d) (spin e)) / 36 := by
  have hE : ∑ σ : Config N, w (σ k) (σ l) * E0 = 0 := by
    apply sum_eq_zero_of_resample k
    intro σ
    simp only [Function.update_self, Function.update_of_ne hkl.ne', ← Finset.sum_mul, hw1,
      zero_mul]
  -- every other bond misses site k or site l
  have hoff : ∀ p ∈ univ.filter (fun p : Fin N × Fin N => p.1 < p.2), p ≠ (k, l) →
      ∑ σ : Config N, w (σ k) (σ l) *
        pairEnergy (M p.1 p.2) (K p.1 p.2) (spin (σ p.1)) (spin (σ p.2)) = 0 := by
    rintro ⟨i, j⟩ hp hne
    have hij : i < j := by simpa using hp
    by_cases hk : i ≠ k ∧ j ≠ k
    · apply sum_eq_zero_of_resample k
      intro σ
      simp only [Function.update_self, Function.update_of_ne hkl.ne',
        Function.update_of_ne hk.1, Function.update_of_ne hk.2, ← Finset.sum_mul, hw1, zero_mul]
    · have hl : i ≠ l ∧ j ≠ l := by
        constructor
        · intro h
          subst h
          exact hk ⟨hkl.ne', (hkl.trans hij).ne'⟩
        · intro h
          subst h
          exact hk ⟨fun h => hne (by rw [h]), hkl.ne'⟩
      apply sum_eq_zero_of_resample l
      intro σ
      simp only [Function.update_self, Function.update_of_ne hkl.ne,
        Function.update_of_ne hl.1, Function.update_of_ne hl.2, ← Finset.sum_mul, hw2, zero_mul]
  have hsum : ∑ σ : Config N, w (σ k) (σ l) * energy E0 M K σ = ∑ σ : Config N,
      w (σ k) (σ l) * pairEnergy (M k l) (K k l) (spin (σ k)) (spin (σ l)) := by
    simp only [energy, mul_add, Finset.sum_add_distrib, Finset.mul_sum]
    rw [hE, zero_add, Finset.sum_comm]
    exact Finset.sum_eq_single_of_mem (k, l) (by simpa using hkl) hoff
  rw [average, hsum]
  exact average_pair hkl.ne
    (fun d e => w d e * pairEnergy (M k l) (K k l) (spin d) (spin e))

/-- For `k < l`, the average of `s_k^a s_l^b E` is one ninth of the entry `(a, b)` of the
exchange tensor `M_kl`. -/
theorem average_exchange_tensor {N : ℕ} (E0 : ℝ)
    (M : Fin N → Fin N → Matrix (Fin 3) (Fin 3) ℝ) (K : Fin N → Fin N → ℝ)
    {k l : Fin N} (hkl : k < l) (a b : Fin 3) :
    average (fun σ => spin (σ k) a * spin (σ l) b * energy E0 M K σ) = M k l a b / 9 := by
  have h0 : ∀ c, ∑ d, spin d c = 0 := by
    intro c
    fin_cases c <;> simp [Fintype.sum_prod_type, spin]
  refine (average_weight_mul_energy E0 M K hkl (fun d e => spin d a * spin e b)
    (fun e => by rw [← Finset.sum_mul, h0, zero_mul])
    (fun d => by rw [← Finset.mul_sum, h0, mul_zero])).trans ?_
  fin_cases a <;> fin_cases b <;>
    simp [Fintype.sum_prod_type, Fin.sum_univ_three, spin, pairEnergy, dotProduct, mulVec] <;>
    ring

/-- For `k < l`, the average of `(s_k·s_l) E` is one ninth of the trace of `M_kl`. -/
theorem average_dot_mul_energy {N : ℕ} (E0 : ℝ)
    (M : Fin N → Fin N → Matrix (Fin 3) (Fin 3) ℝ) (K : Fin N → Fin N → ℝ)
    {k l : Fin N} (hkl : k < l) :
    average (fun σ => (spin (σ k) ⬝ᵥ spin (σ l)) * energy E0 M K σ) = (M k l).trace / 9 := by
  calc average (fun σ => (spin (σ k) ⬝ᵥ spin (σ l)) * energy E0 M K σ)
      = ∑ a, average (fun σ => spin (σ k) a * spin (σ l) a * energy E0 M K σ) := by
        simp only [average, dotProduct, Finset.sum_mul]
        rw [Finset.sum_comm, Finset.sum_div]
    _ = (M k l).trace / 9 := by
        simp only [average_exchange_tensor E0 M K hkl, Matrix.trace, Matrix.diag_apply,
          Finset.sum_div]

/-- For `k < l`, the average of `(s_k × s_l) E` is two ninths of the
Dzyaloshinskii–Moriya vector of `M_kl`. -/
theorem average_cross_mul_energy {N : ℕ} (E0 : ℝ)
    (M : Fin N → Fin N → Matrix (Fin 3) (Fin 3) ℝ) (K : Fin N → Fin N → ℝ)
    {k l : Fin N} (hkl : k < l) :
    (fun a => average (fun σ => (spin (σ k) ⨯₃ spin (σ l)) a * energy E0 M K σ)) =
      (2 / 9 : ℝ) • dmVector (M k l) := by
  have key : ∀ a b c d : Fin 3, average (fun σ => (spin (σ k) a * spin (σ l) b -
      spin (σ k) c * spin (σ l) d) * energy E0 M K σ) = (M k l a b - M k l c d) / 9 := by
    intro a b c d
    rw [sub_div, ← average_exchange_tensor E0 M K hkl a b,
      ← average_exchange_tensor E0 M K hkl c d]
    simp only [average, sub_mul, Finset.sum_sub_distrib, sub_div]
  ext a
  fin_cases a
  · refine Eq.trans (by simp [cross_apply]) ((key 1 2 2 1).trans ?_)
    change _ = 2 / 9 * ((M k l 1 2 - M k l 2 1) / 2)
    ring
  · refine Eq.trans (by simp [cross_apply]) ((key 2 0 0 2).trans ?_)
    change _ = 2 / 9 * ((M k l 2 0 - M k l 0 2) / 2)
    ring
  · refine Eq.trans (by simp [cross_apply]) ((key 0 1 1 0).trans ?_)
    change _ = 2 / 9 * ((M k l 0 1 - M k l 1 0) / 2)
    ring

/-- For `k < l`, the average of `((s_k·s_l)² - 1/3) E` is two ninths of the biquadratic
coupling `K_kl`. -/
theorem average_biquadratic {N : ℕ} (E0 : ℝ)
    (M : Fin N → Fin N → Matrix (Fin 3) (Fin 3) ℝ) (K : Fin N → Fin N → ℝ)
    {k l : Fin N} (hkl : k < l) :
    average (fun σ => ((spin (σ k) ⬝ᵥ spin (σ l)) ^ 2 - 1 / 3) * energy E0 M K σ) =
      2 * K k l / 9 := by
  have h1 : ∀ e, ∑ d, ((spin d ⬝ᵥ spin e) ^ 2 - 1 / 3) = 0 := by
    rintro ⟨i, b⟩
    -- write out the six directions before evaluating
    simp only [Fintype.sum_prod_type, Fin.sum_univ_three, Fintype.sum_bool]
    fin_cases i <;> cases b <;> simp [spin, dotProduct] <;> norm_num
  refine (average_weight_mul_energy E0 M K hkl
    (fun d e => (spin d ⬝ᵥ spin e) ^ 2 - 1 / 3) h1
    (fun d => by simpa only [dotProduct_comm] using h1 d)).trans ?_
  simp [Fintype.sum_prod_type, Fin.sum_univ_three, spin, pairEnergy, dotProduct, mulVec]
  ring

end

end SixDirectionSampling
```

```lean
#print axioms SixDirectionSampling.average_exchange_tensor
-- 'SixDirectionSampling.average_exchange_tensor' depends on axioms: [propext, Classical.choice, Quot.sound]
#print axioms SixDirectionSampling.average_dot_mul_energy
-- 'SixDirectionSampling.average_dot_mul_energy' depends on axioms: [propext, Classical.choice, Quot.sound]
#print axioms SixDirectionSampling.average_cross_mul_energy
-- 'SixDirectionSampling.average_cross_mul_energy' depends on axioms: [propext, Classical.choice, Quot.sound]
#print axioms SixDirectionSampling.average_biquadratic
-- 'SixDirectionSampling.average_biquadratic' depends on axioms: [propext, Classical.choice, Quot.sound]
```

## Spins, bonds and signs in the Lean statements

A `Direction` is an axis in `Fin 3` together with a Boolean sign, and `spin` turns it into a real unit vector. A `Config N` gives each site a direction; its letter `σ` has nothing to do with Pauli matrices. `average` is the sum over configurations divided by $6^N$.

In `energy`, the filter `p.1 < p.2` counts each pair once. The arguments `M` and `K` are defined for all ordered pairs, but only those with $i<j$ enter. The tensors are arbitrary real matrices, with no symmetry assumed. The letter $M$ is the exchange tensor, often called $J$, and not a magnetisation; $K$ is the biquadratic coupling and not an anisotropy constant.

The exchange energy carries a plus sign, so for $M=J\,\mathbb 1$ a positive $J$ favours antiparallel spins. The spins have length one, so the sizes of the moments are absorbed into the couplings. The sign of $D_{kl}$ belongs to the order $k<l$ in $s_k\times s_l$.

The four averages are `average_exchange_tensor`, `average_dot_mul_energy`, `average_cross_mul_energy` and `average_biquadratic`. Each holds for every constant `E0`, all couplings and every pair $k<l$; with two sites there is just the one bond. `dmVector` is given by its components, and `eq_dmVector_iff` shows that it is the only vector satisfying the defining relation above.

This bears on fitting spin models to total energies from electronic-structure calculations, provided that those energies have the classical pair form assumed here. That proviso is the step from the model to a material. A further term $c\,(s_k\cdot s_m)(s_m\cdot s_l)$ with a third site $m$, for example, would add $c/3$ to each diagonal entry of the tensor read off for $(k,l)$. The identities also concern the full average; a random subset of configurations brings sampling error.

## From resampling one spin to the four averages

`sum_resample` says that redrawing the spin at site $k$ over its six directions multiplies the configuration sum by six. `sum_eq_zero_of_resample` draws the consequence used for the weights: if the sum over one spin vanishes whatever the others do, the whole sum vanishes. `average_pair` resamples at $k$ and then at $l$, which reduces a function of two distinct spins to its mean over 36 pairs.

`average_weight_mul_energy` is the selection of one bond. Inside it, `hE` removes the constant and `hoff` removes the other bonds, with a case split on whether the bond misses site $k$; if it does not, it must miss site $l$. `Finset.sum_eq_single_of_mem` then keeps the term $(k,l)$, and `average_pair` evaluates it.

For the tensor and the biquadratic coupling, the proofs check that the weight sums to zero over either spin, then expand the finite sums with `simp` and finish with `ring`. Where the derivation above uses parity, Lean simply adds up the directions. The trace and cross-product formulas follow from the tensor formula by linearity. For `eq_dmVector_iff`, three pairs of Cartesian unit vectors fix the three components, and the converse is a polynomial identity.

## Swapping the old direction with the new one

The device behind `sum_resample` is a map on pairs of a configuration and a spare direction:

$$(\sigma,d)\longmapsto(\sigma\text{ with }d\text{ at site }k,\ \sigma_k).$$

It puts the spare direction into the configuration and takes the old one out. Applied twice, it restores the original pair, which is what `Function.Involutive` records. `h.toPerm` turns the map into a permutation, and `Equiv.sum_comp` says that a permutation leaves a sum over all pairs unchanged. The sum of $f$ over resampled configurations therefore equals the sum of $f(\sigma)$ over all pairs $(\sigma,d)$, where the unused $d$ contributes the factor six. There is no need to split the configuration space into site $k$ and the remaining sites.

## Spins spread over the whole sphere

The spins could also have been modelled as independent and uniform on the unit sphere, with integrals in place of finite sums. The second moments $\langle u^a u^c\rangle=\delta_{ac}/3$ are the same there, so the factors $1/9$ for the tensor and trace and $2/9$ for $D_{kl}$ would stay. The biquadratic factor would change: on the sphere $\langle(u\cdot v)^4\rangle=1/5$, so the weight $(s_k\cdot s_l)^2-1/3$ would return $4K_{kl}/45$ instead of $2K_{kl}/9$. This spherical variant, like the three-site term above, is an ordinary calculation that the Lean theorems do not address.
